# Seniority-two weight of an orbital-rotated two-electron seniority-zero singlet

The declaration `weight_rotate_diagonal` concerns a two-electron singlet over finitely many real orbitals, whose pair matrix is diagonal with real amplitudes c_k and so has seniority zero. After a real orthogonal orbital rotation R, it states that the sum of the squared off-diagonal entries of the pair matrix, the seniority-two weight, equals ½ ∑_i ∑_k ∑_l R_ik² R_il² (c_k − c_l)². The amplitudes need not be normalised; for a nonzero state in orthonormal orbitals, dividing by ∑_k c_k² gives the seniority-two fraction of the norm. The proof works row by row: the off-diagonal weight is the whole row's weight minus the squared diagonal entry, which is the variance of the c_k under the weights R_ik², and `pair_variance` rewrites the double sum on the right as twice that variance.

In Lean, a first try:

```lean
import Mathlib

open Matrix

namespace GeminalSeniority

noncomputable section

variable {n : Type*} [Fintype n] [DecidableEq n]

/-- The pair matrix `C` of a two-electron singlet after the orbital rotation `R`. -/
def rotate (R C : Matrix n n ℝ) : Matrix n n ℝ := R * C * Rᵀ

/-- The seniority-two weight: the sum of all squared off-diagonal amplitudes. -/
def seniorityTwoWeight (C : Matrix n n ℝ) : ℝ :=
  ∑ i, ∑ j ∈ Finset.univ.erase i, C i j ^ 2

/-- Entries of a rotated seniority-zero pair matrix with amplitudes `c`. -/
theorem rotate_diagonal_apply (R : Matrix n n ℝ) (c : n → ℝ) (i j : n) :
    rotate R (diagonal c) i j = ∑ k, R i k * c k * R j k := by
  unfold rotate
  rw [Matrix.mul_apply]
  simp only [Matrix.mul_diagonal, Matrix.transpose_apply]

/-- The squared amplitudes in one row of the rotated pair matrix sum to the average of
`c k ^ 2` with weights `R i k ^ 2`. -/
theorem row_weight (R : Matrix n n ℝ) (hR : R * Rᵀ = 1) (c : n → ℝ) (i : n) :
    ∑ j, rotate R (diagonal c) i j ^ 2 = ∑ k, R i k ^ 2 * c k ^ 2 := by
  have hR' : Rᵀ * R = 1 := mul_eq_one_comm.mp hR
  -- squaring the pair matrix commutes with the change of basis
  have hD : rotate R (diagonal c) * rotate R (diagonal c)
      = rotate R (diagonal fun k => c k * c k) := by
    unfold rotate
    calc R * diagonal c * Rᵀ * (R * diagonal c * Rᵀ)
        = R * diagonal c * (Rᵀ * R) * diagonal c * Rᵀ := by
          simp only [Matrix.mul_assoc]
      _ = R * (diagonal c * diagonal c) * Rᵀ := by
          rw [hR', Matrix.mul_one]
          simp only [Matrix.mul_assoc]
      _ = _ := by rw [Matrix.diagonal_mul_diagonal]
  have hii := congrFun (congrFun hD i) i
  rw [Matrix.mul_apply, rotate_diagonal_apply] at hii
  have hs : ∀ j, rotate R (diagonal c) j i = rotate R (diagonal c) i j := by
    intro j
    rw [rotate_diagonal_apply, rotate_diagonal_apply]
    exact Finset.sum_congr rfl fun k _ => by ring
  calc ∑ j, rotate R (diagonal c) i j ^ 2
      = ∑ j, rotate R (diagonal c) i j * rotate R (diagonal c) j i :=
        Finset.sum_congr rfl fun j _ => by rw [hs j]; ring
    _ = ∑ k, R i k * (c k * c k) * R i k := hii
    _ = _ := Finset.sum_congr rfl fun k _ => by ring

omit [DecidableEq n] in
/-- For real weights `p` with sum 1, the weighted double sum of squared differences is twice the
weighted mean of `c k ^ 2` minus the square of the weighted mean of `c k`, the difference being
taken before doubling. -/
theorem pair_variance (p c : n → ℝ) (hp : ∑ k, p k = 1) :
    ∑ k, ∑ l, p k * p l * (c k - c l) ^ 2
      = 2 * (∑ k, p k * c k ^ 2 - (∑ k, p k * c k) ^ 2) := by
  calc ∑ k, ∑ l, p k * p l * (c k - c l) ^ 2
      = ∑ k, ∑ l, ((p k * c k ^ 2) * p l - 2 * ((p k * c k) * (p l * c l))
          + p k * (p l * c l ^ 2)) :=
        Finset.sum_congr rfl fun k _ => Finset.sum_congr rfl fun l _ => by ring
    _ = (∑ k, p k * c k ^ 2) * (∑ l, p l) - 2 * ((∑ k, p k * c k) * (∑ l, p l * c l))
          + (∑ k, p k) * (∑ l, p l * c l ^ 2) := by
        simp only [Finset.sum_add_distrib, Finset.sum_sub_distrib, ← Finset.mul_sum,
          ← Finset.sum_mul]
    _ = _ := by rw [hp]; ring

/-- The seniority-two weight created by an arbitrary orbital rotation of a seniority-zero
pair function, in terms of the differences of its amplitudes. -/
theorem weight_rotate_diagonal (R : Matrix n n ℝ) (hR : R * Rᵀ = 1) (c : n → ℝ) :
    seniorityTwoWeight (rotate R (diagonal c))
      = 1 / 2 * ∑ i, ∑ k, ∑ l, R i k ^ 2 * R i l ^ 2 * (c k - c l) ^ 2 := by
  unfold seniorityTwoWeight
  rw [Finset.mul_sum]
  refine Finset.sum_congr rfl fun i _ => ?_
  have hp : ∑ k, R i k ^ 2 = 1 := by
    have h := congrFun (congrFun hR i) i
    simpa [Matrix.mul_apply, pow_two] using h
  -- off-diagonal weight = row weight minus the squared diagonal entry
  have h1 := Finset.add_sum_erase Finset.univ
    (fun j => rotate R (diagonal c) i j ^ 2) (Finset.mem_univ i)
  have h2 := row_weight R hR c i
  have h3 : rotate R (diagonal c) i i = ∑ k, R i k ^ 2 * c k := by
    rw [rotate_diagonal_apply]
    exact Finset.sum_congr rfl fun k _ => by ring
  rw [pair_variance (fun k => R i k ^ 2) c hp, ← h3]
  simp only at h1
  linarith

end

end GeminalSeniority
```

Compiling this gives:

```
Main.lean:89:2: error: `simp` made no progress

Note: The target expression is not type-correct under the `implicit` transparency level, which may have triggered the failure. This is usually caused by unfolding of semireducible definitions in prior tactic steps. Use `set_option linter.tacticCheckInstances true` to investigate the source of the issue.
Full error:
  function expected
    rotate R (diagonal c) i
```

What went wrong. The error is that `simp only at h1` made no progress. With no lemmas listed, this call could do little more than basic reductions, such as applying the `fun j => ...` given to `Finset.add_sum_erase` to its argument. It found nothing to change in `h1`, and `simp` treats that as an error.

The note adds a possible reason: at the `implicit` transparency level, Lean does not see `rotate R (diagonal c) i` as a function. A matrix is a function of two indices only once the definition of `Matrix` is unfolded. The note says only that this may have triggered the failure, and the repair does not settle the point.

The diff deletes the call. That is enough because the step was not needed: `linarith` can use `h1` as it stands. It combines `h1`, which splits the row sum into its diagonal and off-diagonal parts, with `h2`, which evaluates the row sum, and this closes the goal.

After these edits no error is left:

```diff
@@ -87,5 +87,4 @@
     exact Finset.sum_congr rfl fun k _ => by ring
   rw [pair_variance (fun k => R i k ^ 2) c hp, ← h3]
-  simp only at h1
   linarith
 
```
